# In a two-level model, a non-Kramers doublet responds to a magnetic field only through one component, g·B

## Why do two of my three field directions do nothing?

I describe two close levels of an even-electron ion by a real symmetric $2\times2$ matrix $H$, with levels $a\le b$, and three Hermitian moment matrices $M_k$. In a field $B$ the Hamiltonian is $H+\sum_k B_kM_k$. My basis states are invariant under time reversal, so the $M_k$ change sign under complex conjugation.

A spin-1/2 usually splits in a field along any axis. Here a field along one axis changes the gap, while a whole plane of directions perpendicular to it doesn't. Is that an accident of my ion, or do the symmetries force it? And why does the gap barely move in a weak field?

## Time reversal leaves only σ_y in the moments

The symmetries force the plane: the gap can depend on the field only through its component along one vector $g$. They don't force $g\neq0$; that your ion responds at all depends on its moments. If $g\neq0$, every direction outside the plane changes the gap. Number the basis states $0,1$ and the field components $k=0,1,2$, and let

$$\sigma_y=\begin{pmatrix}0&-i\\ i&0\end{pmatrix},\qquad g\cdot B=\sum_k g_kB_k .$$

A matrix $A$ "has levels $a\le b$" if $\det(z-A)=(z-a)(z-b)$ for every complex $z$. This counts multiplicity, so the gap is $b-a$, and $a=b$ is allowed. The $M_k$ carry the Bohr magneton and the sign of the Zeeman term, so $g_k$ is an energy per unit field.

The oddness of $M_k$ stands for time reversal. With an even number of electrons it squares to $+1$, and in a basis of invariant states it acts as complex conjugation: the zero-field Hamiltonian is then real and a magnetic moment imaginary.

**The moments.** Hermiticity and oddness together give $M_{ji}=\overline{M_{ij}}=-M_{ij}$. The diagonal vanishes, and $M_{01}=iy$ with $y$ real. Hence $M=-y\,\sigma_y$, which is $(g/2)\sigma_y$ with $g=-2y$. Doing this for each $k$ gives a real vector $g$ with $M_k=(g_k/2)\sigma_y$. It is unique, because the entry $(M_k)_{10}=ig_k/2$ determines $g_k$.

**The levels.** Write $x=g\cdot B$. The three Zeeman terms add up to $(x/2)\sigma_y$, so the Hamiltonian is

$$\begin{pmatrix}H_{00}&H_{01}-ix/2\\ H_{01}+ix/2&H_{11}\end{pmatrix}.$$

Its trace is still $a+b$. Its determinant is $H_{00}H_{11}-H_{01}^2-x^2/4=ab-x^2/4$. Two numbers with this sum and product are

$$\frac{a+b}{2}\mp\frac{s}{2},\qquad s=\sqrt{(b-a)^2+x^2},$$

since their product is $\tfrac14\left[(a+b)^2-(b-a)^2-x^2\right]=ab-x^2/4$. The gap is therefore $s$. The levels stay at $a$ and $b$ exactly when $s=b-a$, that is, when $g\cdot B=0$.

**Weak fields.** Let $D=b-a\neq0$ and scale the field as $tB$. The gap $\sqrt{D^2+t^2x^2}$ has derivative $t x^2/\sqrt{D^2+t^2x^2}$, which is zero at $t=0$.

**The degenerate limit.** If $a=b$, the gap is $|g\cdot B|$, and the splitting is linear in the field strength for any direction with $g\cdot B\ne0$. The selectivity remains: a field perpendicular to $g$ still leaves the levels together.

Here is the same argument in Lean 4 with Mathlib.

```lean
import Mathlib

open Matrix

namespace NonKramersDoublet

noncomputable section

/-- The Pauli matrix `σ_y`. -/
def sigmaY : Matrix (Fin 2) (Fin 2) ℂ := !![0, -Complex.I; Complex.I, 0]

/-- The two-level matrix `A` has the real levels `a ≤ b`, counted with multiplicity:
its characteristic determinant is `(z - a)(z - b)`. -/
def HasLevels (A : Matrix (Fin 2) (Fin 2) ℂ) (a b : ℝ) : Prop :=
  a ≤ b ∧ ∀ z : ℂ, (z • (1 : Matrix (Fin 2) (Fin 2) ℂ) - A).det = (z - a) * (z - b)

/-- The Hamiltonian `H + ∑ B_k M_k` of a doublet with real zero-field part `H` and magnetic
moment matrices `M_k` in the field `B`. -/
def zeeman (H : Matrix (Fin 2) (Fin 2) ℝ) (M : Fin 3 → Matrix (Fin 2) (Fin 2) ℂ)
    (B : Fin 3 → ℝ) : Matrix (Fin 2) (Fin 2) ℂ :=
  H.map Complex.ofReal + ∑ k, (B k : ℂ) • M k

/-- The real vector `g` describes the moments `M_k` if `M_k = (g_k / 2) σ_y` for each `k`. -/
def IsGVector (M : Fin 3 → Matrix (Fin 2) (Fin 2) ℂ) (g : Fin 3 → ℝ) : Prop :=
  ∀ k, M k = ((g k / 2 : ℝ) : ℂ) • sigmaY

/-- A two-level matrix has levels `a ≤ b` exactly when its trace is `a + b` and its
determinant is `a b`. -/
theorem hasLevels_iff (A : Matrix (Fin 2) (Fin 2) ℂ) (a b : ℝ) :
    HasLevels A a b ↔ a ≤ b ∧ A.trace = (a : ℂ) + b ∧ A.det = (a : ℂ) * b := by
  have key : ∀ z : ℂ, (z • (1 : Matrix (Fin 2) (Fin 2) ℂ) - A).det
      = z ^ 2 - z * A.trace + A.det := by
    intro z
    rw [Matrix.det_fin_two, Matrix.det_fin_two, Matrix.trace_fin_two]
    simp [Matrix.sub_apply, Matrix.smul_apply]
    ring
  constructor
  · rintro ⟨hle, h⟩
    -- the values at z = 0 and z = 1 fix both coefficients
    have h0 := h 0
    have h1 := h 1
    rw [key] at h0 h1
    exact ⟨hle, by linear_combination h0 - h1, by linear_combination h0⟩
  · rintro ⟨hle, ht, hd⟩
    refine ⟨hle, fun z => ?_⟩
    rw [key]
    linear_combination hd - z * ht

/-- The ordered pair of levels of a two-level matrix is unique. -/
theorem HasLevels.unique {A : Matrix (Fin 2) (Fin 2) ℂ} {a b c d : ℝ}
    (h : HasLevels A a b) (h' : HasLevels A c d) : a = c ∧ b = d := by
  rw [hasLevels_iff] at h h'
  obtain ⟨hab, ht, hd⟩ := h
  obtain ⟨hcd, ht', hd'⟩ := h'
  have s : a + b = c + d := by exact_mod_cast ht.symm.trans ht'
  have p : a * b = c * d := by exact_mod_cast hd.symm.trans hd'
  have e : b - a = d - c :=
    (sq_eq_sq₀ (sub_nonneg.2 hab) (sub_nonneg.2 hcd)).1
      (by linear_combination (a + b + c + d) * s - 4 * p)
  constructor <;> linarith

/-- A Hermitian two-level matrix that changes sign under complex conjugation is a real
multiple of `σ_y / 2`. -/
theorem odd_moment_eq {M : Matrix (Fin 2) (Fin 2) ℂ} (hM : M.IsHermitian)
    (hT : M.map (starRingEnd ℂ) = -M) : ∃ m : ℝ, M = ((m / 2 : ℝ) : ℂ) • sigmaY := by
  have c : ∀ i j, starRingEnd ℂ (M i j) = -M i j := fun i j => congrFun (congrFun hT i) j
  -- together the two symmetries make M antisymmetric
  have t : ∀ i j, M j i = -M i j := fun i j => by
    rw [← c i j]
    exact (hM.apply j i).symm
  have d : ∀ i, M i i = 0 := fun i => by linear_combination (t i i) / 2
  have r : (M 0 1).re = 0 := by
    have h := congrArg Complex.re (c 0 1)
    simp only [Complex.conj_re, Complex.neg_re] at h
    linarith
  have e : M 0 1 = ((M 0 1).im : ℂ) * Complex.I :=
    Complex.ext (by simp [r]) (by simp)
  refine ⟨-2 * (M 0 1).im, ?_⟩
  generalize (M 0 1).im = y at e ⊢
  have hm : ((-2 * y / 2 : ℝ) : ℂ) = -(y : ℂ) := by
    push_cast
    ring
  rw [hm]
  ext i j
  fin_cases i <;> fin_cases j <;> simp [sigmaY, d, t 0 1, e]

/-- If `H` is real symmetric with levels `a ≤ b` and the moments are described by `g`, the
levels in the field `B` are `(a + b)/2 ∓ √((b - a)² + (g·B)²)/2`. -/
theorem levels_in_field {H : Matrix (Fin 2) (Fin 2) ℝ} (hH : H.IsSymm) {a b : ℝ}
    (hab : HasLevels (H.map Complex.ofReal) a b) {M : Fin 3 → Matrix (Fin 2) (Fin 2) ℂ}
    {g : Fin 3 → ℝ} (hg : IsGVector M g) (B : Fin 3 → ℝ) :
    HasLevels (zeeman H M B)
      ((a + b) / 2 - Real.sqrt ((b - a) ^ 2 + (g ⬝ᵥ B) ^ 2) / 2)
      ((a + b) / 2 + Real.sqrt ((b - a) ^ 2 + (g ⬝ᵥ B) ^ 2) / 2) := by
  -- only the component of the field along g enters
  have hz : zeeman H M B
      = H.map Complex.ofReal + ((g ⬝ᵥ B / 2 : ℝ) : ℂ) • sigmaY := by
    unfold zeeman
    rw [Fin.sum_univ_three, hg 0, hg 1, hg 2]
    simp only [dotProduct, Fin.sum_univ_three]
    push_cast
    module
  rw [hz]
  have h0 := Real.sqrt_nonneg ((b - a) ^ 2 + (g ⬝ᵥ B) ^ 2)
  have hs := Real.sq_sqrt (show 0 ≤ (b - a) ^ 2 + (g ⬝ᵥ B) ^ 2 by positivity)
  generalize Real.sqrt ((b - a) ^ 2 + (g ⬝ᵥ B) ^ 2) = s at h0 hs ⊢
  generalize g ⬝ᵥ B = x at hs ⊢
  have hsC : (s : ℂ) ^ 2 = ((b : ℂ) - a) ^ 2 + (x : ℂ) ^ 2 := by exact_mod_cast hs
  have sym : H 1 0 = H 0 1 := hH.apply 0 1
  rw [hasLevels_iff] at hab ⊢
  obtain ⟨-, ht, hd⟩ := hab
  have ht' : (H 0 0 : ℂ) + H 1 1 = a + b := by simpa [Matrix.trace_fin_two] using ht
  have hd' : (H 0 0 : ℂ) * H 1 1 - H 0 1 * H 0 1 = a * b := by
    simpa [Matrix.det_fin_two, sym] using hd
  refine ⟨by linarith, ?_, ?_⟩
  · rw [Matrix.trace_fin_two]
    simp [sigmaY]
    linear_combination ht'
  · -- the field lowers the determinant by (g·B)²/4
    rw [Matrix.det_fin_two]
    simp [sigmaY, sym]
    linear_combination hd' + hsC / 4 + (x : ℂ) ^ 2 / 4 * Complex.I_sq

/-- Let `H` be real symmetric with levels `a ≤ b`, and let the moments `M_k` be Hermitian and
odd under complex conjugation. Exactly one real vector `g` gives `M_k = (g_k / 2) σ_y`; the gap
in a field is `√((b - a)² + (g·B)²)` about a fixed centre, and the levels stay at `a` and `b`
exactly when `B` is perpendicular to `g`. -/
theorem nonKramers_doublet {H : Matrix (Fin 2) (Fin 2) ℝ} (hH : H.IsSymm) {a b : ℝ}
    (hab : HasLevels (H.map Complex.ofReal) a b) {M : Fin 3 → Matrix (Fin 2) (Fin 2) ℂ}
    (hM : ∀ k, (M k).IsHermitian) (hT : ∀ k, (M k).map (starRingEnd ℂ) = -M k) :
    ∃ g : Fin 3 → ℝ, IsGVector M g ∧ (∀ g', IsGVector M g' → g' = g) ∧
      ∀ B : Fin 3 → ℝ,
        HasLevels (zeeman H M B)
          ((a + b) / 2 - Real.sqrt ((b - a) ^ 2 + (g ⬝ᵥ B) ^ 2) / 2)
          ((a + b) / 2 + Real.sqrt ((b - a) ^ 2 + (g ⬝ᵥ B) ^ 2) / 2) ∧
        (HasLevels (zeeman H M B) a b ↔ g ⬝ᵥ B = 0) := by
  choose g hg using fun k => odd_moment_eq (hM k) (hT k)
  refine ⟨g, hg, fun g' hg' => ?_, fun B => ?_⟩
  · funext k
    have h := congrArg Complex.im
      (congrFun (congrFun ((hg' k).symm.trans (hg k)) 1) 0)
    simp [sigmaY] at h
    linarith
  · have L := levels_in_field hH hab hg B
    refine ⟨L, fun h => ?_, fun h => ?_⟩
    · -- unchanged levels force the square root to equal b - a
      have e := (h.unique L).1
      have hs := Real.sq_sqrt (show 0 ≤ (b - a) ^ 2 + (g ⬝ᵥ B) ^ 2 by positivity)
      have e' : Real.sqrt ((b - a) ^ 2 + (g ⬝ᵥ B) ^ 2) = b - a := by linarith
      rw [e'] at hs
      have hx : (g ⬝ᵥ B) ^ 2 = 0 := by linarith
      exact pow_eq_zero_iff (two_ne_zero) |>.1 hx
    · have e : Real.sqrt ((b - a) ^ 2 + (0 : ℝ) ^ 2) = b - a := by
        rw [show (b - a) ^ 2 + (0 : ℝ) ^ 2 = (b - a) ^ 2 by ring]
        exact Real.sqrt_sq (sub_nonneg.2 hab.1)
      rw [h, e] at L
      convert L using 1 <;> ring

/-- For a nonzero zero-field gap `D`, the gap `√(D² + (g·B)²)` has no linear term when the
field is switched on along any direction `B`. -/
theorem no_linear_splitting {D : ℝ} (hD : D ≠ 0) (g B : Fin 3 → ℝ) :
    HasDerivAt (fun t : ℝ => Real.sqrt (D ^ 2 + (g ⬝ᵥ (t • B)) ^ 2)) 0 0 := by
  simp only [dotProduct_smul, smul_eq_mul]
  have h1 : HasDerivAt (fun t : ℝ => D ^ 2 + (t * (g ⬝ᵥ B)) ^ 2) 0 0 := by
    have h := (((hasDerivAt_id' (0 : ℝ)).mul_const (g ⬝ᵥ B)).fun_pow 2).const_add (D ^ 2)
    exact h.congr_deriv (by simp)
  exact (h1.sqrt (by simpa using hD)).congr_deriv (by simp)

/-- For `E ≥ 0`, the zero-field part `diag(-E, E)` and the moments `(0, 0, σ_y)` satisfy all
the conditions on a non-Kramers doublet, with levels `-E` and `E` and `g = (0, 0, 2)`. -/
theorem nonKramers_doublet_witness {E : ℝ} (hE : 0 ≤ E) :
    (!![-E, 0; 0, E] : Matrix (Fin 2) (Fin 2) ℝ).IsSymm ∧
    HasLevels ((!![-E, 0; 0, E] : Matrix (Fin 2) (Fin 2) ℝ).map Complex.ofReal) (-E) E ∧
    (∀ k, ((![0, 0, sigmaY] : Fin 3 → Matrix (Fin 2) (Fin 2) ℂ) k).IsHermitian) ∧
    (∀ k, ((![0, 0, sigmaY] : Fin 3 → Matrix (Fin 2) (Fin 2) ℂ) k).map (starRingEnd ℂ)
      = -(![0, 0, sigmaY] : Fin 3 → Matrix (Fin 2) (Fin 2) ℂ) k) ∧
    IsGVector ![0, 0, sigmaY] ![0, 0, 2] := by
  have hs : sigmaY.IsHermitian := Matrix.IsHermitian.ext fun i j => by
    fin_cases i <;> fin_cases j <;> simp [sigmaY]
  have hc : sigmaY.map (starRingEnd ℂ) = -sigmaY := by
    ext i j
    fin_cases i <;> fin_cases j <;> simp [sigmaY]
  have h0 : (0 : Matrix (Fin 2) (Fin 2) ℂ).map (starRingEnd ℂ) = -0 := by
    ext i j
    simp
  refine ⟨Matrix.IsSymm.ext fun i j => ?_, ?_, fun k => ?_, fun k => ?_, fun k => ?_⟩
  · fin_cases i <;> fin_cases j <;> simp
  · rw [hasLevels_iff]
    exact ⟨by linarith, by simp [Matrix.trace_fin_two], by simp [Matrix.det_fin_two]⟩
  · fin_cases k
    exacts [Matrix.isHermitian_zero, Matrix.isHermitian_zero, hs]
  · fin_cases k
    exacts [h0, h0, hc]
  · fin_cases k <;> simp

end

end NonKramersDoublet
```

```lean
#print axioms NonKramersDoublet.nonKramers_doublet
#print axioms NonKramersDoublet.no_linear_splitting
```

```
'NonKramersDoublet.nonKramers_doublet' depends on axioms: [propext, Classical.choice, Quot.sound]
'NonKramersDoublet.no_linear_splitting' depends on axioms: [propext, Classical.choice, Quot.sound]
```

### Reading the statements

`zeeman H M B` is your Hamiltonian, with the real matrix `H` embedded in the complex ones by `H.map Complex.ofReal`. `HasLevels` is the determinant condition above, and `IsGVector M g` says $M_k=(g_k/2)\sigma_y$ for all three $k$. The dot product is written `g ⬝ᵥ B`.

The main theorem, `nonKramers_doublet`, assumes that `H` is symmetric (`hH`) with levels $a\le b$ (`hab`), and that each moment is Hermitian (`hM`) and odd under conjugation (`hT`). It yields one vector `g`, its uniqueness, the levels in every field, and the equivalence between unchanged levels and $g\cdot B=0$. The weak-field statement is `no_linear_splitting`, which takes $D\neq0$ as a hypothesis.

`nonKramers_doublet_witness` supplies an example for every $E\ge0$: $H=\mathrm{diag}(-E,E)$ with moments $(0,0,\sigma_y)$ has $g=(0,0,2)$. The level formula then gives $\mp\sqrt{E^2+B_2^2}$.

The $2\times2$ matrices are input. The model leaves out their calculation from a many-electron wave function, the mixing with other levels by the field, and terms quadratic in $B$. Also, $g$ belongs to the given matrices: reversing the sign of one basis state reverses $g$, while the gap stays the same.

For a four-component calculation on an even-electron ion, this means that the three moment matrices of an isolated pair of states reduce to one real vector, once the two states are chosen invariant under time reversal. That vector and the zero-field gap give the splitting as long as the field acts only within that pair.

### How the lemmas divide the work

- `hasLevels_iff` replaces the determinant condition by trace and determinant. It expands $\det(z-A)=z^2-z\,\mathrm{tr}A+\det A$ and compares values at $z=0$ and $z=1$.
- `HasLevels.unique` shows that equal sums and products give equal squared gaps. Both gaps are nonnegative, so they agree, and so do the levels.
- `odd_moment_eq` is the argument for one moment: `t` is the antisymmetry, `d` the zero diagonal, and `r` the vanishing real part of $M_{01}$.
- `levels_in_field` first collapses the Zeeman sum in `hz`. It then names the square root `s` and the dot product `x`, and checks trace and determinant with `linear_combination`, where $i^2=-1$ enters as `Complex.I_sq`.
- `nonKramers_doublet` uses `choose` to collect the three coefficients into `g` and compares the $(1,0)$ entries for uniqueness. If the levels are unchanged, `HasLevels.unique` forces $s=b-a$, and squaring gives $(g\cdot B)^2=0$. Conversely, $g\cdot B=0$ reduces the square root to $b-a$.
- `no_linear_splitting` differentiates the expression under the root and then applies the chain rule for the square root, which needs $D\ne0$ at $t=0$.
